# Squared occupied–empty transition elements of a site potential, summed through bond orders

Take a finite set of atoms and equally many real orthonormal orbitals, the rows of a square matrix `C` with `C * Cᵀ = 1`, and let any subset of them be doubly occupied. `transition_sum` states that the squared matrix elements of a real site potential `v`, summed over all pairs of an occupied and an empty orbital, equal one eighth of the sum over ordered pairs of atoms of the squared bond order times the squared difference in `v`. No Hamiltonian or orbital energies enter. The proof writes the left side as a quadratic form in `v` with a symmetric kernel `L` whose rows sum to zero. Completeness of the orbitals, `Cᵀ * C = 1`, then gives `L` between different atoms as minus a quarter of the squared bond order.

The failing Lean file:

```lean
import Mathlib

open Matrix

namespace HuckelPolarisability

noncomputable section

variable {n : Type*} [Fintype n] [DecidableEq n]

/-- The matrix element of the site potential `v` between orbitals `j` and `k`. -/
def transition (C : Matrix n n ℝ) (v : n → ℝ) (j k : n) : ℝ :=
  ∑ r, v r * C j r * C k r

/-- The bond order between atoms `r` and `s` for doubly occupied orbitals. -/
def bondOrder (C : Matrix n n ℝ) (occ : Finset n) (r s : n) : ℝ :=
  2 * ∑ j ∈ occ, C j r * C j s

/-- Products of occupied and empty orbitals, weighted by arbitrary denominators `d`,
sum to zero over the atoms. -/
theorem weighted_row_sum {C : Matrix n n ℝ} (hC : C * Cᵀ = 1) (occ : Finset n)
    (d : n → n → ℝ) (r : n) :
    ∑ s, ∑ j ∈ occ, ∑ k ∈ occᶜ, C j r * C k r * C j s * C k s / d j k = 0 := by
  rw [Finset.sum_comm]
  refine Finset.sum_eq_zero fun j hj => ?_
  rw [Finset.sum_comm]
  refine Finset.sum_eq_zero fun k hk => ?_
  have hjk : j ≠ k := by
    rintro rfl
    exact (Finset.mem_compl.1 hk) hj
  -- an occupied and an empty orbital are orthogonal
  have h0 : ∑ s, C j s * C k s = 0 := by
    have h := congrFun (congrFun hC j) k
    simpa [Matrix.mul_apply, Matrix.one_apply, hjk] using h
  calc ∑ s, C j r * C k r * C j s * C k s / d j k
      = (C j r * C k r / d j k) * ∑ s, C j s * C k s := by
        rw [Finset.mul_sum]
        exact Finset.sum_congr rfl fun s _ => by ring
    _ = 0 := by rw [h0, mul_zero]

/-- Take the sum of occupied-empty orbital products divided by arbitrary `d j k`, weight it by `v r
* v s` and sum over both atoms: the result is the sum over occupied-empty pairs of the squared
transition element divided by `d j k`. -/
theorem weighted_form (C : Matrix n n ℝ) (occ : Finset n) (d : n → n → ℝ) (v : n → ℝ) :
    ∑ r, ∑ s, v r * v s *
        (∑ j ∈ occ, ∑ k ∈ occᶜ, C j r * C k r * C j s * C k s / d j k)
      = ∑ j ∈ occ, ∑ k ∈ occᶜ, transition C v j k ^ 2 / d j k := by
  have h : ∀ j k, transition C v j k ^ 2 / d j k
      = ∑ r, ∑ s, v r * v s * (C j r * C k r * C j s * C k s / d j k) := by
    intro j k
    unfold transition
    rw [sq, Finset.sum_mul_sum, Finset.sum_div]
    refine Finset.sum_congr rfl fun r _ => ?_
    rw [Finset.sum_div]
    exact Finset.sum_congr rfl fun s _ => by ring
  simp_rw [h, Finset.mul_sum]
  -- move the orbital sums outside the atom sums
  refine (Finset.sum_congr rfl fun r _ => Finset.sum_comm).trans ?_
  refine Finset.sum_comm.trans ?_
  refine Finset.sum_congr rfl fun j _ => ?_
  refine (Finset.sum_congr rfl fun r _ => Finset.sum_comm).trans ?_
  exact Finset.sum_comm

/-- For orthonormal orbitals, the sum of squared transition elements over occupied-empty pairs is
one eighth of the sum, over ordered pairs of atoms, of the squared bond order times the squared
potential difference. -/
theorem transition_sum {C : Matrix n n ℝ} (hC : C * Cᵀ = 1) (occ : Finset n) (v : n → ℝ) :
    ∑ j ∈ occ, ∑ k ∈ occᶜ, transition C v j k ^ 2
      = 1 / 8 * ∑ r, ∑ s, bondOrder C occ r s ^ 2 * (v r - v s) ^ 2 := by
  let L : n → n → ℝ := fun r s =>
    ∑ j ∈ occ, ∑ k ∈ occᶜ, C j r * C k r * C j s * C k s / 1
  have hrow : ∀ r, ∑ s, L r s = 0 := weighted_row_sum hC occ (fun _ _ => 1)
  have hsymm : ∀ r s, L r s = L s r := fun r s =>
    Finset.sum_congr rfl fun j _ => Finset.sum_congr rfl fun k _ => by ring
  have hform : ∑ r, ∑ s, v r * v s * L r s
      = ∑ j ∈ occ, ∑ k ∈ occᶜ, transition C v j k ^ 2 := by
    have h := weighted_form C occ (fun _ _ => 1) v
    simp only [div_one] at h
    simpa only [L, div_one] using h
  -- completeness fixes the entries of L between different atoms
  have hoff : ∀ r s, bondOrder C occ r s ^ 2 * (v r - v s) ^ 2
      = -4 * (L r s * (v r - v s) ^ 2) := by
    intro r s
    by_cases hrs : r = s
    · simp [hrs]
    have h1 : ∑ j, C j r * C j s = 0 := by
      have h := congrFun (congrFun (mul_eq_one_comm.1 hC) r) s
      simpa [Matrix.mul_apply, Matrix.one_apply, hrs] using h
    rw [← Finset.sum_add_sum_compl occ] at h1
    have h2 : L r s = (∑ j ∈ occ, C j r * C j s) * ∑ k ∈ occᶜ, C k r * C k s := by
      rw [Finset.sum_mul_sum]
      exact Finset.sum_congr rfl fun j _ => Finset.sum_congr rfl fun k _ => by ring
    rw [h2, eq_neg_of_add_eq_zero_right h1]
    unfold bondOrder
    ring
  have ha : ∑ r, ∑ s, L r s * v r ^ 2 = 0 :=
    Finset.sum_eq_zero fun r _ => by rw [← Finset.sum_mul, hrow, zero_mul]
  have hb : ∑ r, ∑ s, L r s * v s ^ 2 = 0 := by
    rw [Finset.sum_comm]
    refine Finset.sum_eq_zero fun s _ => ?_
    rw [← Finset.sum_mul, Finset.sum_congr rfl (fun r _ => hsymm r s), hrow, zero_mul]
  have hc : ∑ r, ∑ s, bondOrder C occ r s ^ 2 * (v r - v s) ^ 2
      = -4 * ∑ r, ∑ s, L r s * v r ^ 2 + -4 * ∑ r, ∑ s, L r s * v s ^ 2
        + 8 * ∑ r, ∑ s, v r * v s * L r s := by
    simp only [Finset.mul_sum, ← Finset.sum_add_distrib]
    refine Finset.sum_congr rfl fun r _ => Finset.sum_congr rfl fun s _ => ?_
    rw [hoff]
    ring
  rw [hc, ha, hb, hform]
  ring

end

end HuckelPolarisability
```

Lean reports:

```
Main.lean:87:25: error: Application type mismatch: The argument
  congrFun (mul_eq_one_comm.mp ?m.448) r
has type
  (?m.445 * ?m.444) r = 1 r
but is expected to have type
  ?m.435 = ?m.436
in the application
  congrFun (congrFun (mul_eq_one_comm.mp ?m.448) r)
Main.lean:89:8: error: stuck at solving universe constraint
  ?u.258 + 1 =?= imax (u_1 + 1) ?u.256
while trying to unify
  Eq.{imax (u_1 + 1) ?u.256} (HMul.hMul.{?u.258, ?u.258, ?u.258} ?m.445 ?m.444) (OfNat.ofNat.{?u.258} 1) : Prop
with
  Eq.{?u.258 + 1} (HMul.hMul.{?u.258, ?u.258, ?u.258} ?m.445 ?m.444) (OfNat.ofNat.{?u.258} 1) : Prop
Main.lean:97:41: error: stuck at solving universe constraint
  ?u.258 + 1 =?= imax (u_1 + 1) ?u.256
while trying to unify
  Eq.{imax (u_1 + 1) ?u.256} (HMul.hMul.{?u.258, ?u.258, ?u.258} ?m.445 ?m.444) (OfNat.ofNat.{?u.258} 1) : Prop
with
  Eq.{?u.258 + 1} (HMul.hMul.{?u.258, ?u.258, ?u.258} ?m.445 ?m.444) (OfNat.ofNat.{?u.258} 1) : Prop
Main.lean:96:2: error: stuck at solving universe constraint
  ?u.258 + 1 =?= imax (u_1 + 1) ?u.256
while trying to unify
  Eq.{imax (u_1 + 1) ?u.256} (HMul.hMul.{?u.258, ?u.258, ?u.258} ?m.445 ?m.444) (OfNat.ofNat.{?u.258} 1) : Prop
with
  Eq.{?u.258 + 1} (HMul.hMul.{?u.258, ?u.258, ?u.258} ?m.445 ?m.444) (OfNat.ofNat.{?u.258} 1) : Prop
Main.lean:69:68: error: stuck at solving universe constraint
  ?u.258 + 1 =?= imax (u_1 + 1) ?u.256
while trying to unify
  Eq.{imax (u_1 + 1) ?u.256} (HMul.hMul.{?u.258, ?u.258, ?u.258} ?m.445 ?m.444) (OfNat.ofNat.{?u.258} 1) : Prop
with
  Eq.{?u.258 + 1} (HMul.hMul.{?u.258, ?u.258, ?u.258} ?m.445 ?m.444) (OfNat.ofNat.{?u.258} 1) : Prop
```

This version goes through:

```diff
@@ -85,5 +85,6 @@
     · simp [hrs]
     have h1 : ∑ j, C j r * C j s = 0 := by
-      have h := congrFun (congrFun (mul_eq_one_comm.1 hC) r) s
+      have hC' : Cᵀ * C = 1 := mul_eq_one_comm.1 hC
+      have h := congrFun (congrFun hC' r) s
       simpa [Matrix.mul_apply, Matrix.one_apply, hrs] using h
     rw [← Finset.sum_add_sum_compl occ] at h1
```

What went wrong. The fault is in the proof of `h1`, where `mul_eq_one_comm.1 hC` stands directly inside two calls of `congrFun`. The first message shows that Lean had not yet used `hC`: the factors of the product are still unknowns, `?m.445 * ?m.444`. Lean therefore could not see that applying the product to `r` leaves another function, as the outer `congrFun` needs.

The other four messages repeat a single stuck universe constraint. `congrFun` wants an equation between functions, whose type lies in a universe of the form `imax (u_1 + 1) ?u.256`, while `mul_eq_one_comm` gives one in `?u.258 + 1`. With both levels unknown, Lean could not match them. These messages point to later lines and to the theorem's own `by`, but show no separate faults there.

The repair first states `hC' : Cᵀ * C = 1`. This fixes the matrices and their type, so `mul_eq_one_comm` is settled before `congrFun` is applied. A real matrix here is a function of two indices, so `congrFun` can then be used twice, at `r` and `s`.
